# The k-derivative of exp(−ikR)u(k) for a bounded operator R

Let R be a bounded linear operator on a complex Hilbert space, and let u(k) be a family of vectors depending on a real crystal momentum k. The theorem says that if u has derivative u′ at k, then exp(−ikR)u(k) has derivative exp(−ikR)(u′ − iRu(k)) there. R plays the part of a position operator but need not be self-adjoint, and the vectors u(k) need be neither normalised nor periodic in k. The proof differentiates the map (z, x) ↦ exp(−izR)x with z complex, regards that derivative as real-linear, and applies the chain rule along the path k ↦ (k, u(k)).

As first written in Lean, the proof fails:

```lean
import Mathlib

open Complex Matrix

namespace ZakPhaseEmbedding

noncomputable section

variable {E : Type*} [NormedAddCommGroup E] [InnerProductSpace ℂ E]

/-- The embedding operator `exp(-i k R)` of a position operator `R` at crystal momentum `k`. -/
def embedding (R : E →L[ℂ] E) (k : ℝ) : E →L[ℂ] E :=
  NormedSpace.exp ((k : ℂ) • ((-I) • R))

/-- The family `v(k) = exp(-i k R) u(k)`. -/
def reembed (R : E →L[ℂ] E) (u : ℝ → E) : ℝ → E := fun k => embedding R k (u k)

variable [CompleteSpace E]

/-- The derivative of `exp(-i k R) u(k)` is `exp(-i k R) (u'(k) - i R u(k))`. -/
theorem hasDerivAt_reembed (R : E →L[ℂ] E) {u : ℝ → E} {u' : E} {k : ℝ}
    (hu : HasDerivAt u u' k) :
    HasDerivAt (reembed R u) (embedding R k (u' - I • R (u k))) k := by
  -- differentiate (z, x) ↦ exp(-i z R) x over ℂ, then restrict to the real path (k, u k)
  have hc := (hasDerivAt_exp_smul_const ((-I) • R) (k : ℂ)).hasFDerivAt.comp
    ((k : ℂ), u k) (hasFDerivAt_fst (𝕜 := ℂ) (E := ℂ) (F := E) (p := ((k : ℂ), u k)))
  have h := (hc.clm_apply (hasFDerivAt_snd (𝕜 := ℂ) (E := ℂ) (F := E)
    (p := ((k : ℂ), u k)))).restrictScalars ℝ
  have hk : HasDerivAt (fun q : ℝ => (q : ℂ)) ((1 : ℝ) : ℂ) k :=
    (hasDerivAt_id k).ofReal_comp
  have h2 : HasDerivAt (reembed R u) _ k := h.comp_hasDerivAt k (hk.prodMk hu)
  refine h2.congr_deriv ?_
  simp [embedding, sub_eq_add_neg]

end

end ZakPhaseEmbedding
```

The error:

```
Main.lean:31:44: error: Type mismatch
  HasFDerivAt.comp_hasDerivAt k ?m.178 (HasDerivAt.prodMk hk hu)
has type
  HasDerivAt (?m.176 ∘ fun x => (↑x, u x)) (?m.177 (↑1, u')) k
but is expected to have type
  HasDerivAt (reembed R u) ?m.165 k
Main.lean:23:69: error: unsolved goals
E : Type u_1
inst✝² : NormedAddCommGroup E
inst✝¹ : InnerProductSpace ℂ E
inst✝ : CompleteSpace E
R : E →L[ℂ] E
u : ℝ → E
u' : E
k : ℝ
hu : HasDerivAt u u' k
hc :
  HasFDerivAt ((fun u => NormedSpace.exp (u • -I • R)) ∘ Prod.fst)
    (ContinuousLinearMap.toSpanSingleton ℂ (NormedSpace.exp (↑k • -I • R) * -I • R) ∘SL ContinuousLinearMap.fst ℂ ℂ E)
    (↑k, u k)
h :
  HasFDerivAt (fun y => (((fun u => NormedSpace.exp (u • -I • R)) ∘ Prod.fst) y) y.2)
    (ContinuousLinearMap.restrictScalars ℝ
      (((fun u => NormedSpace.exp (u • -I • R)) ∘ Prod.fst) (↑k, u k) ∘SL ContinuousLinearMap.snd ℂ ℂ E +
        (ContinuousLinearMap.toSpanSingleton ℂ (NormedSpace.exp (↑k • -I • R) * -I • R) ∘SL
              ContinuousLinearMap.fst ℂ ℂ E).flip
          (↑k, u k).2))
    (↑k, u k)
hk : HasDerivAt (fun q => ↑q) (↑1) k
⊢ HasDerivAt (reembed R u) ((embedding R k) (u' - I • R (u k))) k
```

What went wrong. The first error is in the chain-rule step `h2`. Its stated type made Lean match the result of `comp_hasDerivAt` with `reembed R u` before it had used `h`. The message shows this: `?m.178` stands where `h` should be, and the outer function of the composite is still the unknown `?m.176`. Lean therefore had to find a function that gives `reembed R u` when composed with `fun x => (↑x, u x)`, and it could not.

The second error is no separate fault. It shows the theorem's original goal, left open because the proof failed at `h2`.

The repair states `h2` without a type, so `h` settles the outer function. `h3` then restates the result for `reembed R u`. Lean accepts this because both functions are now known and agree once the definitions of `reembed` and `embedding` are unfolded. The change from `h2.congr_deriv` to `h3.congr_deriv` only follows the new name.

This version goes through:

```diff
@@ -29,6 +29,7 @@
   have hk : HasDerivAt (fun q : ℝ => (q : ℂ)) ((1 : ℝ) : ℂ) k :=
     (hasDerivAt_id k).ofReal_comp
-  have h2 : HasDerivAt (reembed R u) _ k := h.comp_hasDerivAt k (hk.prodMk hu)
-  refine h2.congr_deriv ?_
+  have h2 := h.comp_hasDerivAt k (hk.prodMk hu)
+  have h3 : HasDerivAt (reembed R u) _ k := h2
+  refine h3.congr_deriv ?_
   simp [embedding, sub_eq_add_neg]
 
```
